# The Bhatia-Davis bound on the energy variance and a sharpened variational bound

## Definitions and conventions

The state space $E$ is a complex inner-product space. Mathlib's `⟪x, y⟫_ℂ` is conjugate-linear in `x`, so it is the bracket $\langle x|y\rangle$. The Hamiltonian $H$ is a linear map defined on all of $E$, and `H.IsSymmetric` says $\langle Hx|y\rangle=\langle x|Hy\rangle$, which in finite dimension is Hermiticity.

```lean
import Mathlib

open scoped InnerProductSpace

namespace BhatiaDavisVariance

noncomputable section

variable {E : Type*} [NormedAddCommGroup E] [InnerProductSpace ℂ E]
```

An energy level is a real $e$ with a normalised eigenvector. The hypothesis `a ∈ lowerBounds (energies H)` says $a\le e$ for every level, while `IsLeast (energies H) E₀` also requires $E_0$ to be a level. The same holds for upper bounds $b$ and the highest level $E_{\max}$.

```lean
/-- The energy levels of `H`: the real numbers that have a normalised eigenstate. -/
def energies (H : E →ₗ[ℂ] E) : Set ℝ :=
  {e | ∃ v : E, ‖v‖ = 1 ∧ H v = (e : ℂ) • v}
```

The mean is $R=\operatorname{Re}\langle x|Hx\rangle$ and the variance $v=\operatorname{Re}\langle x|H^2x\rangle-R^2$. Neither is divided by $\langle x|x\rangle$, so they have their physical meaning for $\|x\|=1$.

```lean
/-- The mean energy `R = ⟨x|H|x⟩` of a state. -/
def meanEnergy (H : E →ₗ[ℂ] E) (x : E) : ℝ :=
  (⟪x, H x⟫_ℂ).re

/-- The energy variance `v = ⟨x|H²|x⟩ - ⟨x|H|x⟩²` of a state. -/
def variance (H : E →ₗ[ℂ] E) (x : E) : ℝ :=
  (⟪x, H (H x)⟫_ℂ).re - meanEnergy H x ^ 2
```

For real $a,b$ the window operator is $W=(b-H)(H-a)$.

```lean
/-- The operator `(b - H)(H - a)` attached to the energy window `[a, b]`. -/
def windowOp (H : E →ₗ[ℂ] E) (a b : ℝ) : E →ₗ[ℂ] E :=
  ((b : ℂ) • (LinearMap.id : E →ₗ[ℂ] E) - H) ∘ₗ (H - (a : ℂ) • (LinearMap.id : E →ₗ[ℂ] E))
```

## Variance and window operator

For Hermitian $H$ and unit $x$,
$$\|Hx-Rx\|^2=\operatorname{Re}\langle x|H^2x\rangle-2R\cdot R+R^2=v,$$
so $v\ge0$. Steps `h2` and `h3` move $H$ from bra to ket, and `ring` collects the terms.

```lean
/-- For Hermitian `H` and a normalised state the variance is the squared norm of the
residual `H x - R x`. -/
theorem variance_eq_residual {H : E →ₗ[ℂ] E} (hH : H.IsSymmetric) {x : E} (hx : ‖x‖ = 1) :
    variance H x = ‖H x - (meanEnergy H x : ℂ) • x‖ ^ 2 := by
  have hxx : ⟪x, x⟫_ℂ = 1 := by
    rw [inner_self_eq_norm_sq_to_K, hx]
    simp
  have h1 : (⟪H x - (meanEnergy H x : ℂ) • x, H x - (meanEnergy H x : ℂ) • x⟫_ℂ).re
      = ‖H x - (meanEnergy H x : ℂ) • x‖ ^ 2 := inner_self_eq_norm_sq (𝕜 := ℂ) _
  -- Hermiticity moves `H` to the ket
  have h2 : ⟪H x, H x⟫_ℂ = ⟪x, H (H x)⟫_ℂ := hH x (H x)
  have h3 : ⟪H x, x⟫_ℂ = ⟪x, H x⟫_ℂ := hH x x
  rw [← h1]
  simp only [inner_sub_left, inner_sub_right, inner_smul_left, inner_smul_right,
    Complex.conj_ofReal, hxx, h2, h3, Complex.sub_re, Complex.mul_re, Complex.ofReal_re,
    Complex.ofReal_im, zero_mul, sub_zero, mul_one]
  unfold variance meanEnergy
  ring
```

Multiplying out gives $Wx=(a+b)Hx-H^2x-ab\,x$.

```lean
/-- The window operator expands as `(a + b) H - H² - a b`. -/
theorem windowOp_apply (H : E →ₗ[ℂ] E) (a b : ℝ) (x : E) :
    windowOp H a b x = ((a + b : ℝ) : ℂ) • H x - H (H x) - ((a * b : ℝ) : ℂ) • x := by
  simp only [windowOp, LinearMap.comp_apply, LinearMap.sub_apply, LinearMap.smul_apply,
    LinearMap.id_apply, map_sub, map_smul, Complex.ofReal_add, Complex.ofReal_mul]
  module
```

For unit $x$, with $\operatorname{Re}\langle x|H^2x\rangle=v+R^2$,
$$\operatorname{Re}\langle x|Wx\rangle=(a+b)R-R^2-ab-v=(b-R)(R-a)-v .$$
Hermiticity is not used here.

```lean
/-- In a normalised state the expectation value of `(b - H)(H - a)` is `(b - R)(R - a) - v`. -/
theorem window_expectation (H : E →ₗ[ℂ] E) (a b : ℝ) {x : E} (hx : ‖x‖ = 1) :
    (⟪x, windowOp H a b x⟫_ℂ).re
      = (b - meanEnergy H x) * (meanEnergy H x - a) - variance H x := by
  have hxx : ⟪x, x⟫_ℂ = 1 := by
    rw [inner_self_eq_norm_sq_to_K, hx]
    simp
  simp only [windowOp_apply, inner_sub_right, inner_smul_right, hxx, Complex.sub_re,
    Complex.mul_re, Complex.ofReal_re, Complex.ofReal_im, zero_mul, sub_zero, mul_one]
  unfold variance meanEnergy
  ring
```

If $He=\varepsilon e$ for a vector $e$ and real $\varepsilon$, Hermiticity gives $\langle e|Hy\rangle=\varepsilon\langle e|y\rangle$ for every $y$ (step `h`). Applied to the expansion of $W$,
$$\langle e|Wx\rangle=\big[(a+b)\varepsilon-\varepsilon^2-ab\big]\langle e|x\rangle=(b-\varepsilon)(\varepsilon-a)\langle e|x\rangle .$$

```lean
/-- For Hermitian `H`, the window operator multiplies the amplitude on an eigenstate of energy `ε`
by `(b - ε)(ε - a)`. -/
theorem inner_window_of_eigen {H : E →ₗ[ℂ] E} (hH : H.IsSymmetric) {e : E} {ε : ℝ}
    (he : H e = (ε : ℂ) • e) (a b : ℝ) (x : E) :
    ⟪e, windowOp H a b x⟫_ℂ = (((b - ε) * (ε - a) : ℝ) : ℂ) * ⟪e, x⟫_ℂ := by
  have h : ∀ y, ⟪e, H y⟫_ℂ = (ε : ℂ) * ⟪e, y⟫_ℂ := by
    intro y
    rw [← hH e y, he, inner_smul_left, Complex.conj_ofReal]
  simp only [windowOp_apply, inner_sub_right, inner_smul_right, h]
  push_cast
  ring
```

Let $B_i$ be an orthonormal eigenbasis with energies $\varepsilon_i$ and amplitudes $c_i=\langle B_i|x\rangle$. Inserting $\sum_i|B_i\rangle\langle B_i|=1$,
$$\operatorname{Re}\langle x|Wx\rangle=\operatorname{Re}\sum_i\langle x|B_i\rangle\langle B_i|Wx\rangle=\sum_i(b-\varepsilon_i)(\varepsilon_i-a)|c_i|^2 .$$
The move is worth reusing: rewriting backwards with `B.sum_inner_mul_inner` inserts the resolution of the identity, and `Finset.sum_congr` reduces the claim to a single term. Step `hc` is $\bar c_i c_i=|c_i|^2$.

```lean
/-- In an orthonormal eigenbasis the expectation value of the window operator is
`∑ (b - εᵢ)(εᵢ - a) |cᵢ|²`, with `cᵢ` the amplitudes of the state. -/
theorem window_expectation_eq_sum {ι : Type*} [Fintype ι] {H : E →ₗ[ℂ] E}
    (hH : H.IsSymmetric) (B : OrthonormalBasis ι ℂ E) (ε : ι → ℝ)
    (hB : ∀ i, H (B i) = (ε i : ℂ) • B i) (a b : ℝ) (x : E) :
    (⟪x, windowOp H a b x⟫_ℂ).re = ∑ i, (b - ε i) * (ε i - a) * ‖⟪B i, x⟫_ℂ‖ ^ 2 := by
  -- resolution of the identity
  rw [← B.sum_inner_mul_inner x (windowOp H a b x), Complex.re_sum]
  refine Finset.sum_congr rfl fun i _ => ?_
  have hc : ⟪x, B i⟫_ℂ * ⟪B i, x⟫_ℂ = ((‖⟪B i, x⟫_ℂ‖ ^ 2 : ℝ) : ℂ) := by
    rw [← inner_conj_symm x (B i), mul_comm, Complex.mul_conj, Complex.normSq_eq_norm_sq]
  rw [inner_window_of_eigen hH (hB i), mul_left_comm (⟪x, B i⟫_ℂ), hc, ← Complex.ofReal_mul,
    Complex.ofReal_re]
```

In finite dimension Mathlib's spectral theorem supplies such a basis, indexed by $i=0,\dots,\dim E-1$. Each $\varepsilon_i$ is a level because $B_i$ is a unit eigenvector.

```lean
/-- A Hermitian operator in finite dimension has an orthonormal eigenbasis whose eigenvalues
are energy levels. -/
theorem exists_eigenbasis [FiniteDimensional ℂ E] {H : E →ₗ[ℂ] E} (hH : H.IsSymmetric) :
    ∃ (B : OrthonormalBasis (Fin (Module.finrank ℂ E)) ℂ E) (ε : Fin (Module.finrank ℂ E) → ℝ),
      (∀ i, H (B i) = (ε i : ℂ) • B i) ∧ ∀ i, ε i ∈ energies H := by
  refine ⟨hH.eigenvectorBasis rfl, hH.eigenvalues rfl,
    fun i => hH.apply_eigenvectorBasis rfl i, fun i => ?_⟩
  exact ⟨hH.eigenvectorBasis rfl i, (hH.eigenvectorBasis rfl).orthonormal.1 i,
    hH.apply_eigenvectorBasis rfl i⟩
```

## The inequality and its equality case

Let all levels lie in $[a,b]$. Every term of the spectral sum is then nonnegative (`hs`), so $v\le(b-R)(R-a)$. Completing the square,
$$\frac{(b-a)^2}{4}-(b-R)(R-a)=\frac{(a+b-2R)^2}{4}\ge0,$$
and this square is the hint given to `nlinarith`. The theorem reads: for Hermitian $H$ in finite dimension, any bounds $a,b$ on its levels and any unit $x$,
$$v\le(b-R)(R-a)\le(b-a)^2/4 .$$
The choice $a=E_0$, $b=E_{\max}$ is allowed but not required. The Bhatia-Davis inequality concerns bounded random variables in general; the distribution treated here is the finite one with weights $|c_i|^2$ on the values $\varepsilon_i$.

```lean
/-- Bhatia-Davis inequality for the energy, for Hermitian `H` in finite dimension: if all energy levels lie in `[a, b]`, a normalised
state has `v ≤ (b - R)(R - a) ≤ (b - a)² / 4`. -/
theorem bhatia_davis [FiniteDimensional ℂ E] {H : E →ₗ[ℂ] E} (hH : H.IsSymmetric) {a b : ℝ}
    (ha : a ∈ lowerBounds (energies H)) (hb : b ∈ upperBounds (energies H))
    {x : E} (hx : ‖x‖ = 1) :
    variance H x ≤ (b - meanEnergy H x) * (meanEnergy H x - a) ∧
      (b - meanEnergy H x) * (meanEnergy H x - a) ≤ (b - a) ^ 2 / 4 := by
  obtain ⟨B, ε, hB, hε⟩ := exists_eigenbasis hH
  have h := window_expectation H a b hx
  -- every term of the spectral sum is nonnegative
  have hs : 0 ≤ (⟪x, windowOp H a b x⟫_ℂ).re := by
    rw [window_expectation_eq_sum hH B ε hB]
    exact Finset.sum_nonneg fun i _ =>
      mul_nonneg (mul_nonneg (sub_nonneg.2 (hb (hε i))) (sub_nonneg.2 (ha (hε i)))) (sq_nonneg _)
  constructor
  · linarith
  · nlinarith [sq_nonneg (a + b - 2 * meanEnergy H x)]
```

Under the same hypotheses, $v=(b-R)(R-a)$ holds exactly when $Wx=0$. If equality holds, the spectral sum vanishes, hence each term (`hz`). For each $i$ either $(b-\varepsilon_i)(\varepsilon_i-a)=0$ or $c_i=0$, so $\langle B_i|Wx\rangle=0$ (`hc`), and a vector with no components is zero. Conversely $Wx=0$ makes $(b-R)(R-a)-v$ vanish. Physically, the state carries weight only on levels equal to $a$ or $b$.

```lean
/-- For Hermitian `H` in finite dimension with all energy levels in `[a, b]`, the bound `v ≤ (b - R)(R - a)` is an equality exactly
when `(b - H)(H - a)` annihilates the normalised state. -/
theorem bhatia_davis_eq_iff [FiniteDimensional ℂ E] {H : E →ₗ[ℂ] E} (hH : H.IsSymmetric)
    {a b : ℝ} (ha : a ∈ lowerBounds (energies H)) (hb : b ∈ upperBounds (energies H))
    {x : E} (hx : ‖x‖ = 1) :
    variance H x = (b - meanEnergy H x) * (meanEnergy H x - a) ↔ windowOp H a b x = 0 := by
  have h := window_expectation H a b hx
  constructor
  · intro heq
    obtain ⟨B, ε, hB, hε⟩ := exists_eigenbasis hH
    have hsum : ∑ i, (b - ε i) * (ε i - a) * ‖⟪B i, x⟫_ℂ‖ ^ 2 = 0 := by
      rw [← window_expectation_eq_sum hH B ε hB]
      linarith
    -- a vanishing sum of nonnegative terms vanishes term by term
    have hz := (Finset.sum_eq_zero_iff_of_nonneg fun i _ =>
      mul_nonneg (mul_nonneg (sub_nonneg.2 (hb (hε i))) (sub_nonneg.2 (ha (hε i))))
        (sq_nonneg ‖⟪B i, x⟫_ℂ‖)).1 hsum
    have hc : ∀ i, ⟪B i, windowOp H a b x⟫_ℂ = 0 := by
      intro i
      rw [inner_window_of_eigen hH (hB i)]
      rcases mul_eq_zero.mp (hz i (Finset.mem_univ i)) with h0 | h0
      · rw [h0]
        simp
      · have h1 : ⟪B i, x⟫_ℂ = 0 := by simpa using h0
        rw [h1, mul_zero]
    rw [← B.sum_repr' (windowOp H a b x)]
    exact Finset.sum_eq_zero fun i _ => by rw [hc i, zero_smul]
  · intro hW
    rw [hW, inner_zero_right, Complex.zero_re] at h
    linarith
```

## The sharpened variational bound

Take $a=E_0$, an upper bound $b$ with $R<b$, and a real shift $\delta$ with $(b-R)\delta=v$. Then $\delta=v/(b-R)$, and $\delta\ge0$ since $v\ge0$ and $b-R>0$. From $(b-R)\delta=v\le(b-R)(R-E_0)$, cancelling the positive factor gives
$$E_0\le R-\delta=R-\frac{v}{b-R}.$$
Lean cancels by contradiction: $R-\delta<E_0$ would make $(b-R)(E_0-R+\delta)=v-(b-R)(R-E_0)$ positive. Like the variational bound $E_0\le R$, and unlike Temple's inequality, this bounds $E_0$ from above.

```lean
/-- Sharpened variational bound for Hermitian `H` in finite dimension and a normalised state:
if `b` bounds the energy levels from above and `R < b`, the
shift `δ` with `(b - R) δ = v` is `v / (b - R)`, is nonnegative, and the lowest level obeys
`E₀ ≤ R - δ`. -/
theorem ground_energy_le [FiniteDimensional ℂ E] {H : E →ₗ[ℂ] E} (hH : H.IsSymmetric)
    {E₀ b δ : ℝ} (h0 : IsLeast (energies H) E₀) (hb : b ∈ upperBounds (energies H))
    {x : E} (hx : ‖x‖ = 1) (hR : meanEnergy H x < b)
    (hδ : (b - meanEnergy H x) * δ = variance H x) :
    δ = variance H x / (b - meanEnergy H x) ∧ 0 ≤ δ ∧ E₀ ≤ meanEnergy H x - δ := by
  have hpos : 0 < b - meanEnergy H x := sub_pos.2 hR
  have hv : 0 ≤ variance H x := by
    rw [variance_eq_residual hH hx]
    exact sq_nonneg _
  have hbd := (bhatia_davis hH h0.2 hb hx).1
  refine ⟨?_, ?_, ?_⟩
  · rw [eq_div_iff hpos.ne']
    linear_combination hδ
  · by_contra hneg
    have h1 := mul_neg_of_pos_of_neg hpos (not_le.1 hneg)
    linarith
  · -- cancel the positive factor `b - R`
    by_contra hneg
    have h1 := mul_pos hpos (sub_pos.2 (not_le.1 hneg))
    nlinarith
```

The worked cases and counter-examples that follow are ordinary arithmetic that Lean has not checked. Take levels $0,1,4$ and normalised amplitudes $1/\sqrt2,\,1/2,\,1/2$. Then $R=5/4$, $\langle x|H^2x\rangle=17/4$ and $v=43/16$. With $a=0$, $b=4$ the chain reads $43/16\le55/16\le4$, and the first gap $3/4$ is the middle level's term $(4-1)(1-0)/4$. The shift is $\delta=43/44$, which improves $E_0\le5/4$ to $E_0\le3/11$, with true value $0$.

Now take levels $\pm1$. The equal-weight superposition has $R=0$, $v=1$; the value $b=1/2$, which violates `hb`, gives $\delta=2$ and the false bound $-1\le-2$. For the upper eigenstate with $b=1$, `hR` fails: $R=b$ and $v=0$, the equation `hδ` holds for every $\delta$, and $\delta=5$ gives $-1\le-4$. Had the bound been written directly with the quotient $v/(b-R)$, Lean's convention that division by zero returns zero would have turned the case $R=b$ into $E_0\le R$, true for a reason unrelated to the shift.

In a configuration-interaction calculation, where $H$ is a finite matrix in an orthonormal basis, one product $\sigma=Hx$ for a unit vector $x$ yields $R=\langle x|\sigma\rangle$ and $v=\|\sigma-Rx\|^2$; the operator norm of the matrix bounds all levels from above, so it is an admissible $b$ whenever $R$ lies strictly below it, and the result bounds the lowest eigenvalue of that matrix. For $v>0$ a larger $b$ gives a smaller shift; for $v=0$ the shift is zero for every admissible $b$. The theorem does not cover infinite-dimensional spaces.

## The greatest variance

Let $u,w$ be orthonormal with $Hu=au$, $Hw=bw$, and $x=\alpha u+\beta w$ with real $\alpha,\beta$ and $\alpha^2+\beta^2=1$. For real $p,q,r,s$, step `key` is $\langle pu+qw|ru+sw\rangle=pr+qs$ and `hact` is $H(pu+qw)=pa\,u+qb\,w$. Hence $\|x\|=1$, $R=\alpha^2a+\beta^2b$, and $\langle x|H^2x\rangle=\alpha^2a^2+\beta^2b^2$. Multiplying the last by $\alpha^2+\beta^2=1$,
$$v=(\alpha^2a^2+\beta^2b^2)(\alpha^2+\beta^2)-(\alpha^2a+\beta^2b)^2=\alpha^2\beta^2(b-a)^2 ,$$
which is the final `linear_combination`. Orthogonality is a hypothesis, so neither Hermiticity nor finite dimension enters.

```lean
/-- The superposition `α u + β w` of orthonormal eigenstates with energies `a` and `b` and
`α² + β² = 1` is normalised, with mean `α² a + β² b` and variance `α² β² (b - a)²`. -/
theorem two_level {H : E →ₗ[ℂ] E} {u w : E} {a b : ℝ} (hu : H u = (a : ℂ) • u)
    (hw : H w = (b : ℂ) • w) (hu1 : ‖u‖ = 1) (hw1 : ‖w‖ = 1) (huw : ⟪u, w⟫_ℂ = 0)
    (α β : ℝ) (hαβ : α ^ 2 + β ^ 2 = 1) (x : E) (hx : x = (α : ℂ) • u + (β : ℂ) • w) :
    ‖x‖ = 1 ∧ meanEnergy H x = α ^ 2 * a + β ^ 2 * b ∧
      variance H x = α ^ 2 * β ^ 2 * (b - a) ^ 2 := by
  subst hx
  have huu : ⟪u, u⟫_ℂ = 1 := by
    rw [inner_self_eq_norm_sq_to_K, hu1]
    simp
  have hww : ⟪w, w⟫_ℂ = 1 := by
    rw [inner_self_eq_norm_sq_to_K, hw1]
    simp
  have hwu : ⟪w, u⟫_ℂ = 0 := by rw [← inner_conj_symm w u, huw, map_zero]
  -- overlaps and the action of `H` inside the two-level plane
  have key : ∀ p q r s : ℝ, ⟪(p : ℂ) • u + (q : ℂ) • w, (r : ℂ) • u + (s : ℂ) • w⟫_ℂ
      = ((p * r + q * s : ℝ) : ℂ) := by
    intro p q r s
    simp only [inner_add_left, inner_add_right, inner_smul_left, inner_smul_right, huu, hww,
      huw, hwu, Complex.conj_ofReal]
    push_cast
    ring
  have hact : ∀ p q : ℝ, H ((p : ℂ) • u + (q : ℂ) • w)
      = ((p * a : ℝ) : ℂ) • u + ((q * b : ℝ) : ℂ) • w := by
    intro p q
    simp only [map_add, map_smul, hu, hw, smul_smul, Complex.ofReal_mul]
  have h1 : (⟪(α : ℂ) • u + (β : ℂ) • w, (α : ℂ) • u + (β : ℂ) • w⟫_ℂ).re
      = ‖(α : ℂ) • u + (β : ℂ) • w‖ ^ 2 := inner_self_eq_norm_sq (𝕜 := ℂ) _
  rw [key, Complex.ofReal_re] at h1
  have h2 : ‖(α : ℂ) • u + (β : ℂ) • w‖ ^ 2 = 1 ^ 2 := by linear_combination hαβ - h1
  have hmean : meanEnergy H ((α : ℂ) • u + (β : ℂ) • w) = α ^ 2 * a + β ^ 2 * b := by
    unfold meanEnergy
    rw [hact α β, key, Complex.ofReal_re]
    ring
  refine ⟨(sq_eq_sq₀ (norm_nonneg _) zero_le_one).mp h2, hmean, ?_⟩
  unfold variance
  rw [hmean, hact α β, hact (α * a) (β * b), key, Complex.ofReal_re]
  linear_combination (-(α ^ 2 * a ^ 2 + β ^ 2 * b ^ 2)) * hαβ
```

For the true extremes, $(E_{\max}-E_0)^2/4$ is the greatest variance over unit states: `IsGreatest` says that it bounds the set and is attained. The bound is `bhatia_davis`. Let $u,w$ be unit eigenstates of $E_0$ and $E_{\max}$. If $E_0=E_{\max}$, as in dimension one, the bound is $0$ and $u$ attains it since $0\le v\le0$. Otherwise $\langle Hu|w\rangle=\langle u|Hw\rangle$ gives $(E_0-E_{\max})\langle u|w\rangle=0$, so $u\perp w$, and $\alpha=\beta=\sqrt{1/2}$ gives $v=(E_{\max}-E_0)^2/4$.

```lean
/-- For Hermitian `H` in finite dimension with `E₀` and `Emax` the lowest and highest energy
levels, the greatest variance over all
normalised states is `(Emax - E₀)² / 4`. -/
theorem isGreatest_variance [FiniteDimensional ℂ E] {H : E →ₗ[ℂ] E} (hH : H.IsSymmetric)
    {E₀ Emax : ℝ} (h0 : IsLeast (energies H) E₀) (h1 : IsGreatest (energies H) Emax) :
    IsGreatest {v : ℝ | ∃ x : E, ‖x‖ = 1 ∧ variance H x = v} ((Emax - E₀) ^ 2 / 4) := by
  have upper : ∀ x : E, ‖x‖ = 1 → variance H x ≤ (Emax - E₀) ^ 2 / 4 := fun x hx =>
    le_trans (bhatia_davis hH h0.2 h1.2 hx).1 (bhatia_davis hH h0.2 h1.2 hx).2
  constructor
  · obtain ⟨u, hu1, hu⟩ := h0.1
    obtain ⟨w, hw1, hw⟩ := h1.1
    by_cases h : E₀ = Emax
    · refine ⟨u, hu1, le_antisymm (upper u hu1) ?_⟩
      have hz : (Emax - E₀) ^ 2 / 4 = 0 := by
        rw [h]
        ring
      rw [hz, variance_eq_residual hH hu1]
      exact sq_nonneg _
    · -- eigenstates of different energy are orthogonal
      have hsym : ⟪H u, w⟫_ℂ = ⟪u, H w⟫_ℂ := hH u w
      rw [hu, hw, inner_smul_left, inner_smul_right, Complex.conj_ofReal] at hsym
      have hmul : ((E₀ : ℂ) - (Emax : ℂ)) * ⟪u, w⟫_ℂ = 0 := by linear_combination hsym
      have horth : ⟪u, w⟫_ℂ = 0 := by
        rcases mul_eq_zero.mp hmul with h2 | h2
        · exact absurd (Complex.ofReal_injective (sub_eq_zero.mp h2)) h
        · exact h2
      -- the equal-weight superposition attains the bound
      have hs : Real.sqrt (1 / 2) ^ 2 = 1 / 2 := Real.sq_sqrt (by norm_num)
      obtain ⟨hn, _, hv⟩ := two_level hu hw hu1 hw1 horth (Real.sqrt (1 / 2)) (Real.sqrt (1 / 2))
        (by rw [hs]; norm_num) _ rfl
      refine ⟨_, hn, ?_⟩
      rw [hv, hs]
      ring
  · rintro v ⟨x, hx, rfl⟩
    exact upper x hx
```

## A two-level Hamiltonian

On $\mathbb C^2$ with standard kets $|0\rangle,|1\rangle$, take $H=|1\rangle\langle1|-|0\rangle\langle0|$.

```lean
/-- The standard basis kets `|0⟩` and `|1⟩` of a two-level system. -/
def ket (i : Fin 2) : EuclideanSpace ℂ (Fin 2) :=
  EuclideanSpace.basisFun (Fin 2) ℂ i

/-- The two-level Hamiltonian `|1⟩⟨1| - |0⟩⟨0|`. -/
def twoLevelH : EuclideanSpace ℂ (Fin 2) →ₗ[ℂ] EuclideanSpace ℂ (Fin 2) where
  toFun x := ⟪ket 1, x⟫_ℂ • ket 1 - ⟪ket 0, x⟫_ℂ • ket 0
  map_add' x y := by
    simp only [inner_add_right]
    module
  map_smul' c x := by
    simp only [inner_smul_right, RingHom.id_apply]
    module
```

This $H$ is Hermitian with $E_0=-1$ and $E_{\max}=1$. It obeys $\langle0|Hy\rangle=-\langle0|y\rangle$ and $\langle1|Hy\rangle=\langle1|y\rangle$ (`c0`, `c1`). An eigenvector $y$ with real eigenvalue $e$ therefore has $(e+1)\langle0|y\rangle=0$ and $(e-1)\langle1|y\rangle=0$; for $e\ne\pm1$ both amplitudes vanish, which contradicts $\|y\|=1$ (`hE`). The kets themselves realise the two levels (`m0`, `m1`).

```lean
/-- The Hamiltonian `|1⟩⟨1| - |0⟩⟨0|` is Hermitian with lowest level `-1` and highest
level `1`. -/
theorem twoLevelH_witness :
    twoLevelH.IsSymmetric ∧ IsLeast (energies twoLevelH) (-1) ∧
      IsGreatest (energies twoLevelH) 1 := by
  have happ : ∀ x, twoLevelH x = ⟪ket 1, x⟫_ℂ • ket 1 - ⟪ket 0, x⟫_ℂ • ket 0 := fun _ => rfl
  have hon : Orthonormal ℂ ket := (EuclideanSpace.basisFun (Fin 2) ℂ).orthonormal
  have hδ := orthonormal_iff_ite.mp hon
  have h00 : ⟪ket 0, ket 0⟫_ℂ = 1 := (hδ 0 0).trans (if_pos rfl)
  have h11 : ⟪ket 1, ket 1⟫_ℂ = 1 := (hδ 1 1).trans (if_pos rfl)
  have h01 : ⟪ket 0, ket 1⟫_ℂ = 0 := (hδ 0 1).trans (if_neg (by decide))
  have h10 : ⟪ket 1, ket 0⟫_ℂ = 0 := (hδ 1 0).trans (if_neg (by decide))
  have hsym : twoLevelH.IsSymmetric := by
    intro x y
    simp only [happ, inner_sub_left, inner_sub_right, inner_smul_left, inner_smul_right,
      inner_conj_symm]
    ring
  have c0 : ∀ v, ⟪ket 0, twoLevelH v⟫_ℂ = -⟪ket 0, v⟫_ℂ := by
    intro v
    simp only [happ, inner_sub_right, inner_smul_right, h00, h01]
    ring
  have c1 : ∀ v, ⟪ket 1, twoLevelH v⟫_ℂ = ⟪ket 1, v⟫_ℂ := by
    intro v
    simp only [happ, inner_sub_right, inner_smul_right, h11, h10]
    ring
  -- any other value would force both amplitudes to vanish
  have hE : ∀ e ∈ energies twoLevelH, e = -1 ∨ e = 1 := by
    rintro e ⟨v, hv, he⟩
    by_contra hne
    rw [not_or] at hne
    have a0 := c0 v
    have a1 := c1 v
    rw [he, inner_smul_right] at a0 a1
    have z0 : ⟪ket 0, v⟫_ℂ = 0 := by
      have hm : ((e : ℂ) + 1) * ⟪ket 0, v⟫_ℂ = 0 := by linear_combination a0
      rcases mul_eq_zero.mp hm with h | h
      · have h2 : e + 1 = 0 := by exact_mod_cast h
        exact absurd (by linarith) hne.1
      · exact h
    have z1 : ⟪ket 1, v⟫_ℂ = 0 := by
      have hm : ((e : ℂ) - 1) * ⟪ket 1, v⟫_ℂ = 0 := by linear_combination a1
      rcases mul_eq_zero.mp hm with h | h
      · have h2 : e - 1 = 0 := by exact_mod_cast h
        exact absurd (by linarith) hne.2
      · exact h
    have hs : ∑ i, ⟪ket i, v⟫_ℂ • ket i = v := (EuclideanSpace.basisFun (Fin 2) ℂ).sum_repr' v
    rw [Fin.sum_univ_two, z0, z1, zero_smul, zero_smul, add_zero] at hs
    rw [← hs, norm_zero] at hv
    exact zero_ne_one hv
  have m0 : (-1 : ℝ) ∈ energies twoLevelH := by
    refine ⟨ket 0, hon.1 0, ?_⟩
    rw [happ, h10, h00]
    simp
  have m1 : (1 : ℝ) ∈ energies twoLevelH := by
    refine ⟨ket 1, hon.1 1, ?_⟩
    rw [happ, h11, h01]
    simp
  refine ⟨hsym, ⟨m0, ?_⟩, ⟨m1, ?_⟩⟩
  · intro e he
    rcases hE e he with h | h <;> linarith
  · intro e he
    rcases hE e he with h | h <;> linarith

end

end BhatiaDavisVariance
```

```lean
#print axioms BhatiaDavisVariance.bhatia_davis
-- 'BhatiaDavisVariance.bhatia_davis' depends on axioms: [propext, Classical.choice, Quot.sound]
#print axioms BhatiaDavisVariance.bhatia_davis_eq_iff
-- 'BhatiaDavisVariance.bhatia_davis_eq_iff' depends on axioms: [propext, Classical.choice, Quot.sound]
#print axioms BhatiaDavisVariance.ground_energy_le
-- 'BhatiaDavisVariance.ground_energy_le' depends on axioms: [propext, Classical.choice, Quot.sound]
#print axioms BhatiaDavisVariance.isGreatest_variance
-- 'BhatiaDavisVariance.isGreatest_variance' depends on axioms: [propext, Classical.choice, Quot.sound]
```
